# Each monic Rys polynomial is orthogonal to all real polynomials of lower degree

Rys quadrature, used for Coulomb integrals over Gaussian orbitals, rests on polynomials orthogonal under the functional L_T(f) = ∫₀¹ f(t²) exp(−T t²) dt. The lemma takes any real T and a given family of real polynomials p_k, monic rather than normalised, with p_k of degree k and L_T(p_k p_j) = 0 whenever j < k. It states that L_T(p_k q) = 0 for every real polynomial q of degree below k; that such a family exists is assumed, not proved. The attempt goes by induction on a bound for the degree of q, subtracting at each step the multiple of p_n that cancels the coefficient of degree n.

This version doesn't compile in Lean 4 with Mathlib:

```lean
import Mathlib

open Polynomial

namespace Lower

noncomputable section

/-- The Rys integrand, a polynomial in `t²` times a Gaussian, is continuous in `t`. -/
theorem continuous_integrand (T : ℝ) (f : ℝ[X]) :
    Continuous fun t : ℝ => f.eval (t ^ 2) * Real.exp (-T * t ^ 2) :=
  (f.continuous.comp (continuous_pow 2)).mul
    (Real.continuous_exp.comp (continuous_const.mul (continuous_pow 2)))

/-- The Rys functional `L_T(f)`, the integral of `f(t²) exp(-T t²)` over `[0,1]`,
as a linear map on real polynomials. -/
def rysL (T : ℝ) : ℝ[X] →ₗ[ℝ] ℝ where
  toFun f := ∫ t in (0 : ℝ)..1, f.eval (t ^ 2) * Real.exp (-T * t ^ 2)
  map_add' f g := by
    simp only [eval_add, add_mul]
    exact intervalIntegral.integral_add ((continuous_integrand T f).intervalIntegrable _ _)
      ((continuous_integrand T g).intervalIntegrable _ _)
  map_smul' c f := by
    simp only [eval_smul, smul_eq_mul, mul_assoc, RingHom.id_apply]
    exact intervalIntegral.integral_const_mul _ _

/-- The polynomials `p k` are monic of degree `k` and mutually orthogonal for `L_T`. -/
structure IsMonicOrthogonal (T : ℝ) (p : ℕ → ℝ[X]) : Prop where
  monic : ∀ k, (p k).Monic
  degree_eq : ∀ k, (p k).degree = k
  orth : ∀ k j, j < k → rysL T (p k * p j) = 0

/-- The `k`-th member of a monic orthogonal family is orthogonal to every polynomial of
degree below `k`. -/
theorem IsMonicOrthogonal.lower {T : ℝ} {p : ℕ → ℝ[X]} (hp : IsMonicOrthogonal T p)
    {k : ℕ} {q : ℝ[X]} (hq : q.degree < k) : rysL T (p k * q) = 0 := by
  have H : ∀ n : ℕ, n ≤ k → ∀ q : ℝ[X], q.degree < n → rysL T (p k * q) = 0 := by
    intro n
    induction n with
    | zero =>
      intro _ q hq
      have h0 : q = 0 := by
        ext m
        simpa using (degree_lt_iff_coeff_zero q 0).1 hq m (Nat.zero_le m)
      rw [h0, mul_zero, map_zero]
    | succ n ih =>
      intro hn q hq
      -- subtract the leading term along p n
      have hlow : (q - q.coeff n • p n).degree < n := by
        rw [degree_lt_iff_coeff_zero]
        intro m hm
        rw [coeff_sub, coeff_smul, smul_eq_mul]
        rcases hm.eq_or_lt with h | h
        · have h1 := hp.monic n
          rw [Monic, leadingCoeff, natDegree_eq_of_degree_eq_some (hp.degree_eq n)] at h1
          rw [← h, h1, mul_one, sub_self]
        · rw [(degree_lt_iff_coeff_zero q (n + 1)).1 hq m h, coeff_eq_zero_of_degree_lt
            (by rw [hp.degree_eq]; exact_mod_cast h), mul_zero, sub_self]
      have h := ih (by omega) _ hlow
      rwa [mul_sub, mul_smul_comm, map_sub, map_smul, hp.orth k n hn, smul_zero,
        sub_zero] at h
  exact H k le_rfl q hq

end

end Lower
```

The compiler's answer:

```
Main.lean:58:20: error: Tactic `rewrite` failed: Did not find an occurrence of the pattern
  (p ?k).degree
in the target expression
  q.degree < ↑n

T : ℝ
p : ℕ → ℝ[X]
hp : IsMonicOrthogonal T p
k : ℕ
q✝ : ℝ[X]
hq✝ : q✝.degree < ↑k
n : ℕ
ih : n ≤ k → ∀ (q : ℝ[X]), q.degree < ↑n → (rysL T) (p k * q) = 0
hn : n + 1 ≤ k
q : ℝ[X]
hq : q.degree < ↑(n + 1)
m : ℕ
hm : n ≤ m
h : n < m
⊢ q.degree < ↑n
Main.lean:58:54: error: Tactic `rewrite` failed: Did not find an occurrence of the pattern
  ?a * 0
in the target expression
  0 - 0 * (p n).coeff m = 0

case inr
T : ℝ
p : ℕ → ℝ[X]
hp : IsMonicOrthogonal T p
k : ℕ
q✝ : ℝ[X]
hq✝ : q✝.degree < ↑k
n : ℕ
ih : n ≤ k → ∀ (q : ℝ[X]), q.degree < ↑n → (rysL T) (p k * q) = 0
hn : n + 1 ≤ k
q : ℝ[X]
hq : q.degree < ↑(n + 1)
m : ℕ
hm : n ≤ m
h : n < m
⊢ 0 - 0 * (p n).coeff m = 0
```

After these edits no error is left:

```diff
@@ -55,6 +55,7 @@
           rw [Monic, leadingCoeff, natDegree_eq_of_degree_eq_some (hp.degree_eq n)] at h1
           rw [← h, h1, mul_one, sub_self]
-        · rw [(degree_lt_iff_coeff_zero q (n + 1)).1 hq m h, coeff_eq_zero_of_degree_lt
-            (by rw [hp.degree_eq]; exact_mod_cast h), mul_zero, sub_self]
+        · have hpm : (p n).coeff m = 0 :=
+            coeff_eq_zero_of_degree_lt (by rw [hp.degree_eq]; exact_mod_cast h)
+          rw [(degree_lt_iff_coeff_zero q (n + 1)).1 hq m h, hpm, mul_zero, sub_self]
       have h := ih (by omega) _ hlow
       rwa [mul_sub, mul_smul_comm, map_sub, map_smul, hp.orth k n hn, smul_zero,
```

What went wrong. Both errors come from one rewrite that hit the wrong coefficient. For m > n the proof must show that `q.coeff m - q.coeff n * (p n).coeff m` is zero, and the first rewrite rightly turns `q.coeff m` into 0. The next, `coeff_eq_zero_of_degree_lt`, was meant for `(p n).coeff m`, but nothing in the call named the polynomial or the index, so `rw` took the first coefficient it met, `q.coeff n`.

The inner `by` block was then left to prove `q.degree < ↑n`. There `hp.degree_eq` finds no degree of a `p k` to rewrite, which is the first message. The inequality doesn't follow anyway, since q may have degree n. The second message shows the other result: the product has become `0 * (p n).coeff m`, with the zero on the left, while `mul_zero` needs it on the right.

The repair first proves `hpm : (p n).coeff m = 0`. Its stated type fixes the polynomial and the index, so the `by` block gets the intended goal about the degree of `p n`. Rewriting with `hpm` then puts the zero on the right, where `mul_zero` applies, and `sub_self` finishes.
